# Krylov Spaces of a Real 2n × 2n Skew-Hamiltonian Matrix Have Dimension at Most n

In exact arithmetic, an Arnoldi run on the square of a real $2n\times 2n$ Hamiltonian matrix runs out of new directions after at most $n$ steps. Someone who expects up to $2n$ may search for a bug in a correct program. Worse, rounding can leave a small nonzero remainder, and normalising it adds a vector that has no place in the Krylov space.

Hamilton's equations of classical mechanics, linearised about an equilibrium, have the form $\dot x = Hx$ with a Hamiltonian matrix $H$. Such matrices also occur in the random-phase approximation of electronic structure, for real orbitals in a finite basis. "Hamiltonian" here refers to a symmetry with respect to a matrix $J$, not to a Hermitian energy operator.

```lean
import Mathlib

open Matrix Module

namespace SkewHamiltonianKrylov

variable {ι : Type*} [Fintype ι]
```

## The two symmetries

The real matrix $J$ encodes the pairing of coordinates with momenta. A matrix $W$ is skew-Hamiltonian if $(JW)^T=-JW$. The conditions on $J$ itself, $J^T=-J$ and invertibility, enter later as the hypotheses `hJ` and `hu`.

```lean
/-- `W` is skew-Hamiltonian with respect to `J` if `J W` is skew-symmetric. -/
def IsSkewHamiltonian (J W : Matrix ι ι ℝ) : Prop := (J * W)ᵀ = -(J * W)
```

A matrix $H$ is Hamiltonian if $JH$ is symmetric.

```lean
/-- `H` is Hamiltonian with respect to `J` if `J H` is symmetric. -/
def IsHamiltonian (J H : Matrix ι ι ℝ) : Prop := (J * H)ᵀ = J * H
```

## Iterates are J-orthogonal

If $A^T=-A$, then $x^TAx=(A^Tx)^Tx=-x^TAx$, so $x^TAx=0$. In Lean, `⬝ᵥ` is the dot product and `*ᵥ` applies a matrix to a vector; `linarith` draws the last conclusion.

```lean
/-- The quadratic form of a real skew-symmetric matrix vanishes on every vector. -/
theorem skew_form_self {A : Matrix ι ι ℝ} (hA : Aᵀ = -A) (x : ι → ℝ) :
    x ⬝ᵥ A *ᵥ x = 0 := by
  have h : x ⬝ᵥ A *ᵥ x = -(x ⬝ᵥ A *ᵥ x) := by
    calc x ⬝ᵥ A *ᵥ x = (x ᵥ* A) ⬝ᵥ x := Matrix.dotProduct_mulVec _ _ _
      _ = (Aᵀ *ᵥ x) ⬝ᵥ x := by rw [Matrix.mulVec_transpose]
      _ = -(x ⬝ᵥ A *ᵥ x) := by
        rw [hA, Matrix.neg_mulVec, neg_dotProduct, dotProduct_comm]
  linarith
```

The Krylov space of order $m$ is $K_m(W,v)=\mathrm{span}(v,Wv,\dots,W^{m-1}v)$, taken over the reals. For $m=0$ it is the zero space.

```lean
variable [DecidableEq ι]

/-- The Krylov space of order `m`: the span of `v, W v, ..., W^(m-1) v`. -/
def krylov (W : Matrix ι ι ℝ) (v : ι → ℝ) (m : ℕ) : Submodule ℝ (ι → ℝ) :=
  Submodule.span ℝ (Set.range fun k : Fin m => W ^ (k : ℕ) *ᵥ v)
```

Since $(JW)^T=W^TJ^T=-W^TJ$, the skew-Hamiltonian condition gives $W^TJ=JW$. Induction extends this to powers:

$$(W^{k+1})^TJ=W^T(W^k)^TJ=W^TJW^k=JW^{k+1}.$$

The `calc` block contains these same equalities.

```lean
/-- For skew-symmetric `J` and skew-Hamiltonian `W`, every power of `W` can be moved
through `J` at the price of a transpose. -/
theorem transpose_pow_mul {J W : Matrix ι ι ℝ} (hJ : Jᵀ = -J)
    (hW : IsSkewHamiltonian J W) (k : ℕ) : (W ^ k)ᵀ * J = J * W ^ k := by
  have h1 : Wᵀ * J = J * W := by
    have h : (J * W)ᵀ = -(J * W) := hW
    rw [Matrix.transpose_mul, hJ, Matrix.mul_neg] at h
    exact neg_injective h
  induction k with
  | zero => simp
  | succ k ih =>
    calc (W ^ (k + 1))ᵀ * J = Wᵀ * ((W ^ k)ᵀ * J) := by
          rw [pow_succ, Matrix.transpose_mul, Matrix.mul_assoc]
      _ = (Wᵀ * J) * W ^ k := by rw [ih, Matrix.mul_assoc]
      _ = J * W ^ (k + 1) := by rw [h1, Matrix.mul_assoc, pow_succ']
```

Both powers can now be collected to the right of $J$:

$$(W^iv)^TJW^jv=v^T(W^i)^TJW^jv=v^TJW^{i+j}v.$$

The matrix $JW^{i+j}$ is skew-symmetric, because $(JW^k)^T=-(W^k)^TJ=-JW^k$ for every $k$. Its quadratic form therefore vanishes. The equality `e` does the collecting, and `skew_form_self` finishes.

```lean
/-- For skew-symmetric `J` and skew-Hamiltonian `W`, any two Krylov iterates of the same
starting vector are `J`-orthogonal. -/
theorem iterates_orthogonal {J W : Matrix ι ι ℝ} (hJ : Jᵀ = -J)
    (hW : IsSkewHamiltonian J W) (v : ι → ℝ) (i j : ℕ) :
    (W ^ i *ᵥ v) ⬝ᵥ J *ᵥ (W ^ j *ᵥ v) = 0 := by
  have h : ∀ y : ι → ℝ, (W ^ i *ᵥ v) ⬝ᵥ y = v ⬝ᵥ (W ^ i)ᵀ *ᵥ y := by
    intro y
    rw [Matrix.dotProduct_mulVec, Matrix.vecMul_transpose]
  -- collect both powers to the right of `J`
  have e : (W ^ i)ᵀ *ᵥ (J *ᵥ (W ^ j *ᵥ v)) = (J * W ^ (i + j)) *ᵥ v := by
    rw [pow_add, ← Matrix.mul_assoc, ← transpose_pow_mul hJ hW i]
    simp only [Matrix.mulVec_mulVec, Matrix.mul_assoc]
  rw [h, e]
  apply skew_form_self
  rw [Matrix.transpose_mul, hJ, Matrix.mul_neg, transpose_pow_mul hJ hW]
```

## Half the dimension

Let $K$ be a subspace on which $x^TJy=0$ for all $x,y\in K$. If $x\in K$ also has the form $x=Jy$ with $y\in K$, then $x^Tx=x^TJy=0$, so $x=0$. Thus $K\cap JK=\{0\}$. Invertibility of $J$ gives $\dim JK=\dim K$, and hence

$$2\dim K=\dim K+\dim JK=\dim(K+JK)\le N,$$

where $N$ is the size of the matrix, `Fintype.card ι`. Lean writes dimension as `finrank`; `hinf` is the trivial intersection, and `omega` combines the dimension counts.

```lean
/-- If `J` is invertible and `xᵀ J y = 0` for all `x, y` in a subspace, then the subspace
has at most half the dimension of the whole space. -/
theorem two_mul_finrank_le {J : Matrix ι ι ℝ} (hu : IsUnit J)
    (K : Submodule ℝ (ι → ℝ)) (hK : ∀ x ∈ K, ∀ y ∈ K, x ⬝ᵥ J *ᵥ y = 0) :
    2 * finrank ℝ K ≤ Fintype.card ι := by
  have hinj : Function.Injective J.mulVecLin := Matrix.mulVec_injective_of_isUnit hu
  -- `K` and its image `J K` meet only in zero
  have hinf : K ⊓ K.map J.mulVecLin = ⊥ := by
    rw [Submodule.eq_bot_iff]
    rintro x ⟨hx, y, hy, rfl⟩
    exact dotProduct_self_eq_zero.mp (hK _ hx y hy)
  have h1 := Submodule.finrank_sup_add_finrank_inf_eq K (K.map J.mulVecLin)
  have h2 := (K ⊔ K.map J.mulVecLin).finrank_le
  have h3 := (Submodule.equivMapOfInjective J.mulVecLin hinj K).finrank_eq
  rw [hinf, finrank_bot] at h1
  rw [Module.finrank_fintype_fun_eq_card] at h2
  omega
```

A Krylov space is such a subspace. For $x=\sum_i a_iW^iv$ and $y=\sum_j b_jW^jv$,

$$x^TJy=\sum_{i,j}a_ib_j\,(W^iv)^TJW^jv=0.$$

Lean carries out this expansion by induction over the span, first in $x$ and then in $y$.

```lean
/-- For skew-symmetric `J` and skew-Hamiltonian `W`, the form `xᵀ J y` vanishes on
each Krylov space. -/
theorem krylov_isotropic {J W : Matrix ι ι ℝ} (hJ : Jᵀ = -J)
    (hW : IsSkewHamiltonian J W) (v : ι → ℝ) (m : ℕ) :
    ∀ x ∈ krylov W v m, ∀ y ∈ krylov W v m, x ⬝ᵥ J *ᵥ y = 0 := by
  intro x hx y hy
  unfold krylov at hx hy
  induction hx using Submodule.span_induction with
  | mem x hx =>
    obtain ⟨i, rfl⟩ := hx
    induction hy using Submodule.span_induction with
    | mem y hy =>
      obtain ⟨j, rfl⟩ := hy
      exact iterates_orthogonal hJ hW v i j
    | zero => rw [Matrix.mulVec_zero, dotProduct_zero]
    | add y z _ _ h1 h2 => rw [Matrix.mulVec_add, dotProduct_add, h1, h2, add_zero]
    | smul a y _ h1 => rw [Matrix.mulVec_smul, dotProduct_smul, h1, smul_zero]
  | zero => rw [zero_dotProduct]
  | add x z _ _ h1 h2 => rw [add_dotProduct, h1, h2, add_zero]
  | smul a x _ h1 => rw [smul_dotProduct, h1, smul_zero]
```

With $N=2n$, the bound becomes $\dim K_m(W,v)\le n$. The theorem states it for every $v$ and $m$, together with the mutual $J$-orthogonality of all iterates of the same $v$. Invertibility is used only for the dimension.

```lean
/-- Let `J` be skew-symmetric and invertible of size `2n`, and `W` skew-Hamiltonian. Then all Krylov
iterates of the same starting vector are mutually `J`-orthogonal, and every Krylov space has
dimension at most `n`. -/
theorem skewHamiltonian_krylov {n : ℕ} (hn : Fintype.card ι = 2 * n)
    {J W : Matrix ι ι ℝ} (hJ : Jᵀ = -J) (hu : IsUnit J)
    (hW : IsSkewHamiltonian J W) (v : ι → ℝ) :
    (∀ i j : ℕ, (W ^ i *ᵥ v) ⬝ᵥ J *ᵥ (W ^ j *ᵥ v) = 0) ∧
      ∀ m : ℕ, finrank ℝ (krylov W v m) ≤ n := by
  refine ⟨iterates_orthogonal hJ hW v, fun m => ?_⟩
  have h := two_mul_finrank_le hu (krylov W v m) (krylov_isotropic hJ hW v m)
  omega
```

## Squares of Hamiltonian matrices

If $JH$ is symmetric, then $JH=(JH)^T=-H^TJ$, so $H^TJ=-JH$. Consequently

$$(JH^2)^T=H^T(JH)^T=H^TJH=-JH^2.$$

```lean
/-- For skew-symmetric `J`, the square of a Hamiltonian matrix is skew-Hamiltonian. -/
theorem hamiltonian_sq {J H : Matrix ι ι ℝ} (hJ : Jᵀ = -J) (hH : IsHamiltonian J H) :
    IsSkewHamiltonian J (H ^ 2) := by
  have hs : (J * H)ᵀ = J * H := hH
  have h : Hᵀ * J = -(J * H) := by
    rw [← hs, Matrix.transpose_mul, hJ, Matrix.mul_neg, neg_neg]
  calc (J * H ^ 2)ᵀ = Hᵀ * (J * H)ᵀ := by
        rw [sq, ← Matrix.mul_assoc, Matrix.transpose_mul (J * H) H]
    _ = Hᵀ * J * H := by rw [hs, Matrix.mul_assoc]
    _ = -(J * H ^ 2) := by rw [h, Matrix.neg_mul, sq, Matrix.mul_assoc]
```

The bound therefore applies to $H^2$, which is the case met at the start. It concerns the ideal iterates; vectors computed in floating point need not keep their $J$-orthogonality.

```lean
/-- Let `J` be skew-symmetric and invertible of size `2n`, and `H` Hamiltonian. Every
Krylov space of `H²` has dimension at most `n`. -/
theorem hamiltonian_sq_krylov {n : ℕ} (hn : Fintype.card ι = 2 * n)
    {J H : Matrix ι ι ℝ} (hJ : Jᵀ = -J) (hu : IsUnit J)
    (hH : IsHamiltonian J H) (v : ι → ℝ) (m : ℕ) :
    finrank ℝ (krylov (H ^ 2) v m) ≤ n :=
  (skewHamiltonian_krylov hn hJ hu (hamiltonian_sq hJ hH) v).2 m
```

## Oscillators that reach the bound

Take the canonical matrix

$$J=\begin{pmatrix}0&1\\-1&0\end{pmatrix}$$

with $n\times n$ blocks. Then $J^2=-1$, so $J^{-1}=-J$.

```lean
/-- The canonical symplectic matrix with blocks `0, 1, -1, 0`. -/
def canonicalJ (n : ℕ) : Matrix (Fin n ⊕ Fin n) (Fin n ⊕ Fin n) ℝ :=
  fromBlocks 0 1 (-1) 0
```

Let $D=\mathrm{diag}(d_1,\dots,d_n)$ and

$$H=\begin{pmatrix}0&D\\1&0\end{pmatrix},\qquad JH=\begin{pmatrix}1&0\\0&-D\end{pmatrix}.$$

The second matrix is symmetric. For $d_a=-\omega_a^2$, this $H$ describes uncoupled oscillators of unit mass and frequencies $\omega_a$, with momenta listed before positions.

```lean
/-- The matrix with blocks `0, diag d, 1, 0`. -/
def modelH {n : ℕ} (d : Fin n → ℝ) : Matrix (Fin n ⊕ Fin n) (Fin n ⊕ Fin n) ℝ :=
  fromBlocks 0 (diagonal d) 1 0
```

Here $H^2=\mathrm{diag}(D,D)$. Start from $v=(1,\dots,1,0,\dots,0)$, with $n$ ones; its norm is $\sqrt n$, and normalising it for $n\ge1$ leaves the span unchanged. The upper components of $H^{2k}v$ are $d_a^k$. A vanishing combination with coefficients $g_k$ requires

$$\sum_{k=0}^{n-1}g_kd_a^k=0\quad\text{for every }a.$$

This is a Vandermonde system with determinant $\prod_{a<b}(d_b-d_a)$, nonzero for distinct $d_a$, so every $g_k$ is zero. The $n$ iterates are independent and the dimension is exactly $n$. In the proof, `hb` computes the components and `hz` states the system.

```lean
/-- The bound `n` is attained: the canonical `J` is skew-symmetric and invertible, `modelH d`
is Hamiltonian, and for distinct `d` the Krylov space of order `n` of its square, started
from `(1, ..., 1, 0, ..., 0)`, has dimension `n`. -/
theorem krylov_bound_sharp_witness {n : ℕ} (d : Fin n → ℝ) (hd : Function.Injective d) :
    (canonicalJ n)ᵀ = -canonicalJ n ∧ IsUnit (canonicalJ n) ∧
      IsHamiltonian (canonicalJ n) (modelH d) ∧
      finrank ℝ (krylov (modelH d ^ 2) (Sum.elim (fun _ => 1) (fun _ => 0)) n) = n := by
  have hJJ : canonicalJ n * canonicalJ n = -1 := by
    rw [canonicalJ, Matrix.fromBlocks_multiply, ← Matrix.fromBlocks_one,
      Matrix.fromBlocks_neg]
    simp
  have hsq : modelH d ^ 2 = diagonal (Sum.elim d d) := by
    rw [sq, modelH, Matrix.fromBlocks_multiply, ← Matrix.fromBlocks_diagonal]
    simp
  refine ⟨?_, ⟨⟨canonicalJ n, -canonicalJ n, ?_, ?_⟩, rfl⟩, ?_, ?_⟩
  · simp [canonicalJ, Matrix.fromBlocks_transpose, Matrix.fromBlocks_neg]
  · rw [mul_neg, hJJ, neg_neg]
  · rw [neg_mul, hJJ, neg_neg]
  · simp [IsHamiltonian, canonicalJ, modelH, Matrix.fromBlocks_multiply,
      Matrix.fromBlocks_transpose]
  · have hb : ∀ (k : ℕ) (a : Fin n), ((modelH d ^ 2) ^ k *ᵥ
        (Sum.elim (fun _ => 1) (fun _ => 0) : Fin n ⊕ Fin n → ℝ)) (Sum.inl a) = d a ^ k := by
      intro k a
      rw [hsq, Matrix.diagonal_pow, Matrix.mulVec_diagonal]
      simp
    unfold krylov
    rw [finrank_span_eq_card, Fintype.card_fin]
    rw [Fintype.linearIndependent_iff]
    intro g hg k
    -- the upper components form a Vandermonde system
    have hz : Matrix.vandermonde d *ᵥ g = 0 := by
      ext a
      have ha := congrFun hg (Sum.inl a)
      simp only [Finset.sum_apply, Pi.smul_apply, smul_eq_mul, hb] at ha
      calc (Matrix.vandermonde d *ᵥ g) a
          = ∑ j : Fin n, Matrix.vandermonde d a j * g j := rfl
        _ = ∑ j : Fin n, g j * d a ^ (j : ℕ) := by
          refine Finset.sum_congr rfl fun j _ => ?_
          rw [Matrix.vandermonde_apply, mul_comm]
        _ = (0 : Fin n → ℝ) a := ha
    exact congrFun (Matrix.eq_zero_of_mulVec_eq_zero
      (Matrix.det_vandermonde_ne_zero_iff.mpr hd) hz) k

end SkewHamiltonianKrylov
```

```lean
#print axioms SkewHamiltonianKrylov.skewHamiltonian_krylov
#print axioms SkewHamiltonianKrylov.hamiltonian_sq_krylov
```

```
'SkewHamiltonianKrylov.skewHamiltonian_krylov' depends on axioms: [propext, Classical.choice, Quot.sound]
'SkewHamiltonianKrylov.hamiltonian_sq_krylov' depends on axioms: [propext, Classical.choice, Quot.sound]
```
